# The entropy of a quantum harmonic oscillator as the Gibbs sum over its thermal populations

For a single harmonic oscillator at reduced frequency x = ħω/kT > 0, level n has thermal population pₙ = (1 − e⁻ˣ)e⁻ⁿˣ. The lemma states that the Gibbs series −∑ pₙ ln pₙ, over all n ≥ 0, converges to x/(eˣ − 1) − ln(1 − e⁻ˣ), the oscillator's entropy in units of k. The attempt takes the geometric series ∑ e⁻ⁿˣ and its weighted companion ∑ n e⁻ⁿˣ, scales them and subtracts one from the other. It then uses `convert` to match the result with the claim, term by term and in the total.

An attempt in Lean 4 with a fault in it:

```lean
import Mathlib

open Filter Topology
open scoped Matrix

namespace SchlitterBound

noncomputable section

/-- Population of level `n` of a harmonic oscillator at reduced frequency `x = ħω/kT > 0`. -/
def thermalPopulation (x : ℝ) (n : ℕ) : ℝ := (1 - Real.exp (-x)) * Real.exp (-x) ^ n

/-- Entropy of the quantum oscillator, in units of `k`, at reduced frequency `x > 0`. -/
def oscillatorEntropy (x : ℝ) : ℝ := x / (Real.exp x - 1) - Real.log (1 - Real.exp (-x))

/-- Two forms of the Bose-Einstein mean occupation number. -/
theorem bose_occupation {x : ℝ} (hx : 0 < x) :
    Real.exp (-x) / (1 - Real.exp (-x)) = 1 / (Real.exp x - 1) := by
  have h1 : Real.exp x - 1 ≠ 0 := (sub_pos.mpr (Real.one_lt_exp_iff.mpr hx)).ne'
  have h2 : 1 - Real.exp (-x) ≠ 0 :=
    (sub_pos.mpr (Real.exp_lt_one_iff.mpr (neg_lt_zero.mpr hx))).ne'
  have h3 : Real.exp (-x) * Real.exp x = 1 := by rw [← Real.exp_add]; simp
  rw [div_eq_div_iff h2 h1]
  linear_combination h3

/-- The oscillator entropy is the Gibbs entropy `-∑ pₙ ln pₙ` of the thermal populations. -/
theorem hasSum_gibbs_entropy {x : ℝ} (hx : 0 < x) :
    HasSum (fun n : ℕ => -(thermalPopulation x n * Real.log (thermalPopulation x n)))
      (oscillatorEntropy x) := by
  have hq : Real.exp (-x) < 1 := Real.exp_lt_one (neg_lt_zero.mpr hx)
  have hq0 : 0 < Real.exp (-x) := Real.exp_pos _
  have h2 : 1 - Real.exp (-x) ≠ 0 := (sub_pos.mpr hq).ne'
  have hg := hasSum_geometric_of_lt_one hq0.le hq
  have hn := hasSum_coe_mul_geometric_of_norm_lt_one
    (show ‖Real.exp (-x)‖ < 1 by rwa [Real.norm_of_nonneg hq0.le])
  -- energy part minus normalisation part
  have key := (hn.mul_left ((1 - Real.exp (-x)) * x)).sub
    (hg.mul_left ((1 - Real.exp (-x)) * Real.log (1 - Real.exp (-x))))
  convert key using 1
  · funext n
    rw [thermalPopulation, Real.log_mul h2 (pow_pos hq0 n).ne', Real.log_pow, Real.log_exp]
    ring
  · rw [oscillatorEntropy, div_eq_mul_one_div x, ← bose_occupation hx]
    field_simp

end

end SchlitterBound
```

Compiling this gives:

```
Main.lean:30:33: error(lean.unknownIdentifier): Unknown constant `Real.exp_lt_one`
Main.lean:40:4: error: Tactic `apply` failed: could not unify the conclusion of `@funext`
  ?f = ?g
with the goal
  Real.instAddCommMonoid = Real.instAddCommGroup.toAddCommMonoid

Note: The full type of `@funext` is
  ∀ {α : Sort ?u.82} {β : α → Sort ?u.81} {f g : (x : α) → β x}, (∀ (x : α), f x = g x) → f = g

case e'_3
x : ℝ
hx : 0 < x
hq : Real.exp (-x) < 1
hq0 : 0 < Real.exp (-x)
h2 : 1 - Real.exp (-x) ≠ 0
hg : HasSum (fun n => Real.exp (-x) ^ n) (1 - Real.exp (-x))⁻¹
hn : HasSum (fun n => ↑n * Real.exp (-x) ^ n) (Real.exp (-x) / (1 - Real.exp (-x)) ^ 2)
key :
  HasSum
    (fun b =>
      (1 - Real.exp (-x)) * x * (↑b * Real.exp (-x) ^ b) -
        (1 - Real.exp (-x)) * Real.log (1 - Real.exp (-x)) * Real.exp (-x) ^ b)
    ((1 - Real.exp (-x)) * x * (Real.exp (-x) / (1 - Real.exp (-x)) ^ 2) -
      (1 - Real.exp (-x)) * Real.log (1 - Real.exp (-x)) * (1 - Real.exp (-x))⁻¹)
⊢ Real.instAddCommMonoid = Real.instAddCommGroup.toAddCommMonoid
Main.lean:43:8: error: Failed to rewrite using equation theorems for `oscillatorEntropy`
Main.lean:29:31: error: unsolved goals
case e'_6
x : ℝ
hx : 0 < x
hq : Real.exp (-x) < 1
hq0 : 0 < Real.exp (-x)
h2 : 1 - Real.exp (-x) ≠ 0
hg : HasSum (fun n => Real.exp (-x) ^ n) (1 - Real.exp (-x))⁻¹
hn : HasSum (fun n => ↑n * Real.exp (-x) ^ n) (Real.exp (-x) / (1 - Real.exp (-x)) ^ 2)
key :
  HasSum
    (fun b =>
      (1 - Real.exp (-x)) * x * (↑b * Real.exp (-x) ^ b) -
        (1 - Real.exp (-x)) * Real.log (1 - Real.exp (-x)) * Real.exp (-x) ^ b)
    ((1 - Real.exp (-x)) * x * (Real.exp (-x) / (1 - Real.exp (-x)) ^ 2) -
      (1 - Real.exp (-x)) * Real.log (1 - Real.exp (-x)) * (1 - Real.exp (-x))⁻¹)
⊢ oscillatorEntropy x =
    (1 - Real.exp (-x)) * x * (Real.exp (-x) / (1 - Real.exp (-x)) ^ 2) -
      (1 - Real.exp (-x)) * Real.log (1 - Real.exp (-x)) * (1 - Real.exp (-x))⁻¹
```

Diagnosis. The first error is a wrong name: Lean knows no constant `Real.exp_lt_one`. The repair uses `Real.exp_lt_one_iff.mpr`, as the preceding lemma already does.

The other three errors have one origin. `HasSum` carries an additive structure on the reals. In the claim this is `Real.instAddCommMonoid`; in `key`, built with the subtraction lemma `.sub`, it is the one derived from `Real.instAddCommGroup`. `convert key using 1` left the equality of the two as an extra first goal, so each bullet met the wrong goal. `funext` was applied to an equation between structures, the rewrite of `oscillatorEntropy` failed on the goal after it, and the equation for the total, which that rewrite was meant for, was left unsolved.

The repair states the two intended equations explicitly, as `hf` for the terms and `hs` for the total, and proves them with the old steps. After rewriting with both, the claim differs from `key` only in the additive structure, and `exact key` succeeds because the two structures are equal by definition.

The mended proof, as a diff:

```diff
@@ -28,5 +28,5 @@
     HasSum (fun n : ℕ => -(thermalPopulation x n * Real.log (thermalPopulation x n)))
       (oscillatorEntropy x) := by
-  have hq : Real.exp (-x) < 1 := Real.exp_lt_one (neg_lt_zero.mpr hx)
+  have hq : Real.exp (-x) < 1 := Real.exp_lt_one_iff.mpr (neg_lt_zero.mpr hx)
   have hq0 : 0 < Real.exp (-x) := Real.exp_pos _
   have h2 : 1 - Real.exp (-x) ≠ 0 := (sub_pos.mpr hq).ne'
@@ -37,10 +37,17 @@
   have key := (hn.mul_left ((1 - Real.exp (-x)) * x)).sub
     (hg.mul_left ((1 - Real.exp (-x)) * Real.log (1 - Real.exp (-x))))
-  convert key using 1
-  · funext n
+  have hf : ∀ n : ℕ, -(thermalPopulation x n * Real.log (thermalPopulation x n))
+      = (1 - Real.exp (-x)) * x * (n * Real.exp (-x) ^ n)
+        - (1 - Real.exp (-x)) * Real.log (1 - Real.exp (-x)) * Real.exp (-x) ^ n := by
+    intro n
     rw [thermalPopulation, Real.log_mul h2 (pow_pos hq0 n).ne', Real.log_pow, Real.log_exp]
     ring
-  · rw [oscillatorEntropy, div_eq_mul_one_div x, ← bose_occupation hx]
+  have hs : oscillatorEntropy x
+      = (1 - Real.exp (-x)) * x * (Real.exp (-x) / (1 - Real.exp (-x)) ^ 2)
+        - (1 - Real.exp (-x)) * Real.log (1 - Real.exp (-x)) * (1 - Real.exp (-x))⁻¹ := by
+    rw [oscillatorEntropy, div_eq_mul_one_div x, ← bose_occupation hx]
     field_simp
+  rw [hs, funext hf]
+  exact key
 
 end
```
